# N free fermions in the orbitals 1, z, …, z^(N−1) on the unit circle: the Vandermonde product has squared norm (2π)^N N!

## How can a norm come out as −2?

Without the total weight of |V|², every probability density I evaluate from the filled lowest Landau level is off by an unknown factor that depends on the particle number. Here V is the product of z_i − z_j over all pairs, and I hold every particle on the unit circle, so |z_i| = 1 and only the angles vary. I hoped to read the norm (here always the squared norm, the integral of |V|²) off V² as the coefficient of the monomial in which all variables have the same power. For two particles that coefficient is −2, and a norm can't be negative. Is the method wrong, or have I lost a sign? And what is the norm for N particles?

## The coefficient carries a sign that |V|² removes

The method works, but V² and |V|² differ by a phase, and that phase contains the missing sign. Number the particles i = 0, …, N−1 and write

V = ∏ (z_i − z_j), over all pairs i < j,

s = (−1)^(N(N−1)/2).

The coefficient of (z_0 ⋯ z_(N−1))^(N−1) in V² is s N!, and the integral of |V|² over all angles is (2π)^N N!.

**The coefficient.** The Vandermonde determinant det[z_i^j] is the product of z_j − z_i over i < j. Reversing all N(N−1)/2 differences gives s V, so V is a signed Slater sum over permutations σ of 0, …, N−1:

V = s Σ sgn(σ) ∏ z_i^σ(i).

Squaring removes s, because s² = 1:

V² = Σ sgn(σ) sgn(τ) ∏ z_i^(σ(i)+τ(i)), over all pairs σ, τ.

The wanted monomial needs σ(i) + τ(i) = N−1 for every i. Hence τ(i) = N−1−σ(i), which is σ followed by the reversal r(k) = N−1−k. Each σ therefore has exactly one partner, and the pair contributes

sgn(σ) sgn(r) sgn(σ) = sgn(r).

To find sgn(r), take the Vandermonde determinant of the numbers 0, …, N−1 and reverse its rows. This multiplies it by sgn(r). It also changes the sign of every difference, which multiplies it by s. The determinant isn't zero, so sgn(r) = s. The N! permutations together give s N!.

**The norm.** On the unit circle the conjugate of z is 1/z, so

conj(z_i − z_j) = 1/z_i − 1/z_j = −(z_i − z_j)/(z_i z_j).

Each particle belongs to N−1 pairs. Multiplying over all pairs gives

|V|² = V conj(V) = s V² / (z_0 ⋯ z_(N−1))^(N−1).

Now put z_j = exp(iθ_j), with i the imaginary unit. The integral of exp(ikθ) over a full turn is 2π for k = 0 and zero for any other integer k. Integrating V² / (z_0 ⋯ z_(N−1))^(N−1) over all angles thus keeps one coefficient and gives (2π)^N s N!. The prefactor s cancels the sign:

∫ |V|² dθ_0 ⋯ dθ_(N−1) = (2π)^N N!.

**Your two particles.** Here V² = z_0² − 2 z_0 z_1 + z_1² and s = −1, so the coefficient is indeed −2. The unnormalised density is |V|² = 2 − 2 cos(θ_0 − θ_1), whose integral is 8π² = (2π)² · 2!. For a single particle V = 1 and the norm is 2π.

**In a calculation.** The normalised state is V / √((2π)^N N!). Metropolis sampling of the angles uses only ratios of |V|², but the entropy of the angular distribution needs the constant:

S = −⟨ln |V|²⟩ + N ln 2π + ln N!.

The average comes from the samples and the other two terms from the norm. For N = 10 the last term alone is about 15.1.

**What the Lean statements say.** `filledLevel N` is V as a polynomial with integer coefficients in variables indexed by `Fin N`, that is, by 0, …, N−1. `Finset.Ioi i` is the set of j > i. In `coeff_filledLevel_sq`, the exponent vector `Finsupp.equivFunOnFinite.symm fun _ => N - 1` assigns N−1 to every variable. This theorem is pure algebra and doesn't need |z_i| = 1.

For the norm, `phase t` is exp(it), and `aeval` substitutes these phases into the polynomial. `torus N` is the box [0, 2π]^N with the measure dθ_0 ⋯ dθ_(N−1), without factors 1/(2π). It is a torus of angles, not the periodic spatial torus used for quantum Hall systems. Both results hold for every natural number N, including the empty system, where subtraction of natural numbers makes `N - 1` zero and both values are 1.

The result normalises a Slater determinant of non-interacting, spinless fermions on a ring with angular momenta 0, …, N−1. In the plane the radii vary too, and the norm of the filled Landau level also contains the radial integral of each orbital with the Gaussian weight; the theorems don't cover that case.

```lean
import Mathlib

open MvPolynomial MeasureTheory

namespace FilledLandauLevel

noncomputable section

/-- The polynomial part of the filled lowest Landau level of `N` particles: the product of
`z_i - z_j` over all pairs `i < j`, with integer coefficients. -/
def filledLevel (N : ℕ) : MvPolynomial (Fin N) ℤ :=
  ∏ i, ∏ j ∈ Finset.Ioi i, (X i - X j)

/-- The point `exp(i t)` of the unit circle at angle `t`. -/
def phase (t : ℝ) : ℂ := Complex.exp (t * Complex.I)

/-- The torus of angles, as the box in which each of the `N` angles runs from `0` to `2π`. -/
def torus (N : ℕ) : Set (Fin N → ℝ) :=
  Set.univ.pi fun _ => Set.Icc 0 (2 * Real.pi)

/-- Changing the sign of one factor for each pair of particles multiplies the product
by `(-1)^(N(N-1)/2)`. -/
theorem prod_neg_pairs {R : Type*} [CommRing R] {N : ℕ} (f : Fin N → Fin N → R) :
    ∏ i, ∏ j ∈ Finset.Ioi i, ((-1) * f i j)
      = (-1) ^ (N * (N - 1) / 2) * ∏ i, ∏ j ∈ Finset.Ioi i, f i j := by
  -- the number of pairs
  have count : ∑ i : Fin N, (Finset.Ioi i).card = N * (N - 1) / 2 := by
    have h : ∀ i : Fin N, (Finset.Ioi i).card = N - 1 - (i : ℕ) := fun i => by
      rw [Fin.card_Ioi]
    rw [Finset.sum_congr rfl fun i _ => h i,
      Fin.sum_univ_eq_sum_range (fun k => N - 1 - k) N,
      Finset.sum_range_reflect (fun k => k) N, Finset.sum_range_id]
  simp only [Finset.prod_mul_distrib, Finset.prod_const, Finset.prod_pow_eq_pow_sum, count]

/-- Reversing the order of `N` orbitals is a permutation of sign `(-1)^(N(N-1)/2)`. -/
theorem sign_reversal (N : ℕ) :
    ((Equiv.Perm.sign (Fin.revPerm : Equiv.Perm (Fin N)) : ℤˣ) : ℤ)
      = (-1) ^ (N * (N - 1) / 2) := by
  -- compare the Vandermonde determinants of 0, ..., N-1 and of N-1, ..., 0
  have h1 := Matrix.det_permute (Fin.revPerm : Equiv.Perm (Fin N))
    (Matrix.vandermonde fun i : Fin N => ((i : ℕ) : ℤ))
  have h2 : (Matrix.vandermonde fun i : Fin N => ((i : ℕ) : ℤ)).submatrix Fin.revPerm id
      = Matrix.vandermonde fun i : Fin N => ((Fin.rev i : ℕ) : ℤ) := by
    ext i j
    rfl
  have h3 : ∏ i : Fin N, ∏ j ∈ Finset.Ioi i, (((Fin.rev j : ℕ) : ℤ) - ((Fin.rev i : ℕ) : ℤ))
      = ∏ i : Fin N, ∏ j ∈ Finset.Ioi i, ((-1) * (((j : ℕ) : ℤ) - ((i : ℕ) : ℤ))) := by
    refine Finset.prod_congr rfl fun i _ => Finset.prod_congr rfl fun j _ => ?_
    rw [Fin.val_rev, Fin.val_rev]
    have hi := i.isLt
    have hj := j.isLt
    omega
  have hne : ∏ i : Fin N, ∏ j ∈ Finset.Ioi i, (((j : ℕ) : ℤ) - ((i : ℕ) : ℤ)) ≠ 0 := by
    refine Finset.prod_ne_zero_iff.mpr fun i _ => Finset.prod_ne_zero_iff.mpr fun j hj => ?_
    have hlt : i < j := Finset.mem_Ioi.mp hj
    have hij : (i : ℕ) < (j : ℕ) := hlt
    omega
  rw [h2, Matrix.det_vandermonde, Matrix.det_vandermonde, h3, prod_neg_pairs] at h1
  exact (mul_right_cancel₀ hne h1).symm

/-- Up to the sign `(-1)^(N(N-1)/2)`, the filled level is the Slater determinant of the
orbitals `1, z, ..., z^(N-1)`, written as a signed sum over permutations. -/
theorem filledLevel_eq_slater (N : ℕ) :
    filledLevel N = (-1) ^ (N * (N - 1) / 2) * ∑ σ : Equiv.Perm (Fin N),
      monomial (Finsupp.equivFunOnFinite.symm fun i => (σ i : ℕ))
        ((Equiv.Perm.sign σ : ℤˣ) : ℤ) := by
  have hdet : (Matrix.vandermonde (X : Fin N → MvPolynomial (Fin N) ℤ)).det
      = ∑ σ : Equiv.Perm (Fin N),
        monomial (Finsupp.equivFunOnFinite.symm fun i => (σ i : ℕ))
          ((Equiv.Perm.sign σ : ℤˣ) : ℤ) := by
    rw [← Matrix.det_transpose, Matrix.det_apply']
    refine Finset.sum_congr rfl fun σ _ => ?_
    rw [monomial_eq, Finsupp.prod_fintype _ _ (fun i => pow_zero _)]
    simp [Matrix.vandermonde_apply]
  rw [← hdet, Matrix.det_vandermonde, ← prod_neg_pairs, filledLevel]
  refine Finset.prod_congr rfl fun i _ => Finset.prod_congr rfl fun j _ => ?_
  ring

/-- In the square of the filled level, the coefficient of `(z_0 z_1 ... z_(N-1))^(N-1)` is
`(-1)^(N(N-1)/2) N!`. -/
theorem coeff_filledLevel_sq (N : ℕ) :
    coeff (Finsupp.equivFunOnFinite.symm fun _ => N - 1) (filledLevel N ^ 2)
      = (-1) ^ (N * (N - 1) / 2) * (N.factorial : ℤ) := by
  have hsq : ((-1 : MvPolynomial (Fin N) ℤ) ^ (N * (N - 1) / 2)) ^ 2 = 1 := by
    rw [← pow_mul, mul_comm, pow_mul, neg_one_sq, one_pow]
  -- two permutations contribute exactly when one is the reversal of the other
  have key : ∀ σ τ : Equiv.Perm (Fin N),
      ((Finsupp.equivFunOnFinite.symm fun i => (σ i : ℕ))
        + (Finsupp.equivFunOnFinite.symm fun i => (τ i : ℕ))
        = Finsupp.equivFunOnFinite.symm fun _ => N - 1) ↔ τ = Fin.revPerm * σ := by
    intro σ τ
    constructor
    · intro h
      refine Equiv.ext fun i => Fin.ext ?_
      have hi : (σ i : ℕ) + (τ i : ℕ) = N - 1 := DFunLike.congr_fun h i
      change (τ i : ℕ) = (Fin.rev (σ i) : ℕ)
      rw [Fin.val_rev]
      have := (σ i).isLt
      omega
    · rintro rfl
      refine Finsupp.ext fun i => ?_
      change (σ i : ℕ) + (Fin.rev (σ i) : ℕ) = N - 1
      rw [Fin.val_rev]
      have := (σ i).isLt
      omega
  rw [filledLevel_eq_slater, mul_pow, hsq, one_mul, sq, Finset.sum_mul_sum]
  simp only [monomial_mul, coeff_sum, coeff_monomial]
  calc _ = ∑ _σ : Equiv.Perm (Fin N), (-1 : ℤ) ^ (N * (N - 1) / 2) := by
        refine Finset.sum_congr rfl fun σ _ => ?_
        rw [Finset.sum_eq_single (Fin.revPerm * σ)
          (fun τ _ h => if_neg fun h' => h ((key σ τ).mp h'))
          (fun h => absurd (Finset.mem_univ _) h),
          if_pos ((key σ _).mpr rfl), Equiv.Perm.sign_mul, Units.val_mul, sign_reversal]
        rcases Int.units_eq_one_or (Equiv.Perm.sign σ) with h | h <;> simp [h]
    _ = _ := by
        rw [Finset.sum_const, Finset.card_univ, Fintype.card_perm, Fintype.card_fin,
          nsmul_eq_mul, mul_comm]

/-- The integral of the Fourier mode `exp(i k x)` over a full turn is `2π` for `k = 0` and
vanishes for every other integer `k`. -/
theorem integral_mode (k : ℤ) :
    ∫ x in Set.Icc 0 (2 * Real.pi), Complex.exp (k * Complex.I * (x : ℝ))
      = if k = 0 then 2 * (Real.pi : ℂ) else 0 := by
  rw [integral_Icc_eq_integral_Ioc, ← intervalIntegral.integral_of_le (by positivity)]
  split_ifs with h
  · subst h
    simp
  · have hk : (k : ℂ) * Complex.I ≠ 0 :=
      mul_ne_zero (Int.cast_ne_zero.mpr h) Complex.I_ne_zero
    have h1 : Complex.exp (k * Complex.I * ((2 * Real.pi : ℝ) : ℂ)) = 1 :=
      Complex.exp_eq_one_iff.mpr ⟨k, by push_cast; ring⟩
    rw [integral_exp_mul_complex hk, h1]
    simp

/-- Integrating an integer polynomial in the `exp(i θ_j)` against the conjugate of a monomial
over the torus of angles gives `(2π)^N` times the coefficient of that monomial. -/
theorem integral_eq_coeff {N : ℕ} (p : MvPolynomial (Fin N) ℤ) (m : Fin N →₀ ℕ) :
    ∫ θ in torus N, aeval (fun i => phase (θ i)) p * ∏ i, phase (-(θ i)) ^ m i
      = (2 * (Real.pi : ℂ)) ^ N * ((coeff m p : ℤ) : ℂ) := by
  have hint : ∀ q : MvPolynomial (Fin N) ℤ, IntegrableOn (fun θ : Fin N → ℝ =>
      aeval (fun i => phase (θ i)) q * ∏ i, phase (-(θ i)) ^ m i) (torus N) := by
    intro q
    refine ContinuousOn.integrableOn_compact (isCompact_univ_pi fun _ => isCompact_Icc) ?_
    refine Continuous.continuousOn ?_
    simp only [aeval_def, eval₂_eq', phase]
    fun_prop
  induction p using MvPolynomial.induction_on' with
  | monomial u a =>
    have h : ∀ θ : Fin N → ℝ,
        aeval (fun i => phase (θ i)) (monomial u a) * ∏ i, phase (-(θ i)) ^ m i
        = (a : ℂ) * ∏ i, Complex.exp (((u i - m i : ℤ) : ℂ) * Complex.I * (θ i : ℝ)) := by
      intro θ
      rw [aeval_monomial, Finsupp.prod_fintype _ _ (fun i => pow_zero _), mul_assoc,
        ← Finset.prod_mul_distrib, eq_intCast (algebraMap ℤ ℂ)]
      congr 1
      refine Finset.prod_congr rfl fun i _ => ?_
      simp only [phase, ← Complex.exp_nat_mul, ← Complex.exp_add]
      congr 1
      push_cast
      ring
    -- the integral factorises into one integral for each angle
    have hprod : ∫ θ in torus N,
        ∏ i, Complex.exp (((u i - m i : ℤ) : ℂ) * Complex.I * (θ i : ℝ))
        = ∏ i, ∫ x in Set.Icc 0 (2 * Real.pi),
          Complex.exp (((u i - m i : ℤ) : ℂ) * Complex.I * (x : ℝ)) := by
      rw [torus, volume_pi, Measure.restrict_pi_pi]
      exact integral_fintype_prod_eq_prod (f := fun i (x : ℝ) =>
        Complex.exp (((u i - m i : ℤ) : ℂ) * Complex.I * (x : ℝ)))
    simp only [h]
    rw [integral_const_mul, hprod, Finset.prod_congr rfl fun i _ => integral_mode _,
      coeff_monomial]
    by_cases hum : u = m
    · subst hum
      simp [mul_comm]
    · obtain ⟨i, hi⟩ := DFunLike.ne_iff.mp hum
      rw [if_neg hum, Finset.prod_eq_zero (Finset.mem_univ i) (if_neg (by omega))]
      simp
  | add p q hp hq =>
    simp only [map_add, add_mul, coeff_add, Int.cast_add, mul_add]
    rw [integral_add (hint p) (hint q), hp, hq]

/-- In the product of `w_i w_j` over all pairs `i < j`, each of the `N` variables occurs
`N - 1` times. -/
theorem prod_pairs {N : ℕ} (w : Fin N → ℂ) :
    ∏ i, ∏ j ∈ Finset.Ioi i, (w i * w j) = ∏ i, w i ^ (N - 1) := by
  have hswap : ∏ i, ∏ j ∈ Finset.Ioi i, w j = ∏ j, ∏ _i ∈ Finset.Iio j, w j :=
    Finset.prod_comm' (by simp)
  simp only [Finset.prod_mul_distrib]
  rw [hswap, ← Finset.prod_mul_distrib]
  refine Finset.prod_congr rfl fun i _ => ?_
  rw [Finset.prod_const, Finset.prod_const, Fin.card_Ioi, Fin.card_Iio, ← pow_add]
  congr 1
  have := i.isLt
  omega

/-- On the torus of angles the squared modulus `|V|²` of the filled level `V` is `(-1)^(N(N-1)/2)`
times `V²` divided by `(z_0 ... z_(N-1))^(N-1)`. -/
theorem density_eq {N : ℕ} (θ : Fin N → ℝ) :
    ((‖aeval (fun i => phase (θ i)) (filledLevel N)‖ ^ 2 : ℝ) : ℂ)
      = (-1) ^ (N * (N - 1) / 2) * (aeval (fun i => phase (θ i)) (filledLevel N ^ 2)
        * ∏ i, phase (-(θ i)) ^ (N - 1)) := by
  have hconj : ∀ t : ℝ, starRingEnd ℂ (phase t) = phase (-t) := by
    intro t
    rw [phase, ← Complex.exp_conj]
    simp [phase]
  have hinv : ∀ t : ℝ, phase t * phase (-t) = 1 := by
    intro t
    simp [phase, ← Complex.exp_add]
  have hV : aeval (fun i => phase (θ i)) (filledLevel N)
      = ∏ i, ∏ j ∈ Finset.Ioi i, (phase (θ i) - phase (θ j)) := by
    simp [filledLevel, map_prod]
  -- conjugation turns z_i - z_j into -(z_i - z_j) / (z_i z_j)
  have hc : starRingEnd ℂ (aeval (fun i => phase (θ i)) (filledLevel N))
      = (-1) ^ (N * (N - 1) / 2) * (aeval (fun i => phase (θ i)) (filledLevel N)
        * ∏ i, phase (-(θ i)) ^ (N - 1)) := by
    rw [hV, ← prod_pairs (fun i => phase (-(θ i)))]
    simp only [← Finset.prod_mul_distrib]
    rw [← prod_neg_pairs]
    simp only [map_prod]
    refine Finset.prod_congr rfl fun i _ => Finset.prod_congr rfl fun j _ => ?_
    rw [map_sub, hconj, hconj]
    linear_combination phase (-(θ j)) * hinv (θ i) - phase (-(θ i)) * hinv (θ j)
  rw [Complex.sq_norm, ← Complex.mul_conj, hc, map_pow]
  ring

/-- The squared norm of the filled level on the torus of angles is `(2π)^N N!`. -/
theorem norm_filledLevel (N : ℕ) :
    ∫ θ in torus N, ‖aeval (fun i => phase (θ i)) (filledLevel N)‖ ^ 2
      = (2 * Real.pi) ^ N * (N.factorial : ℝ) := by
  apply Complex.ofReal_injective
  rw [← integral_complex_ofReal]
  simp only [density_eq]
  rw [integral_const_mul]
  -- the integral picks out the coefficient computed above
  have h := integral_eq_coeff (filledLevel N ^ 2)
    (Finsupp.equivFunOnFinite.symm fun _ => N - 1)
  rw [coeff_filledLevel_sq] at h
  refine (congrArg (fun t : ℂ => (-1) ^ (N * (N - 1) / 2) * t) h).trans ?_
  have hsq : (-1 : ℂ) ^ (N * (N - 1) / 2) * (-1) ^ (N * (N - 1) / 2) = 1 := by
    rw [← mul_pow]
    simp
  push_cast
  linear_combination (2 * (Real.pi : ℂ)) ^ N * (N.factorial : ℂ) * hsq

end

end FilledLandauLevel
```

```lean
#print axioms FilledLandauLevel.norm_filledLevel
```

```
'FilledLandauLevel.norm_filledLevel' depends on axioms: [propext, Classical.choice, Quot.sound]
```

**From the lemmas to the norm.** `prod_neg_pairs` counts the pairs: particle i has N−1−i later partners, and these numbers add up to N(N−1)/2. `sign_reversal` is the comparison of two determinants. `Matrix.det_permute` supplies sgn(r), `prod_neg_pairs` supplies s, and `mul_right_cancel₀` cancels the nonzero product. `filledLevel_eq_slater` expands Mathlib's Vandermonde determinant over permutations and turns its differences round.

In `coeff_filledLevel_sq`, the statement `key` says that σ and τ reach the wanted monomial exactly when τ is `Fin.revPerm * σ`. `Finset.sum_eq_single` then reduces the inner sum over τ to that one term. What remains is s added up once for each of the N! permutations.

`integral_mode` is the orthogonality of Fourier modes, obtained from the antiderivative and exp(2πik) = 1. `integral_eq_coeff` extends it to any integer polynomial by induction. For a monomial the integral factorises into one integral per angle, and a single mismatched exponent makes the product vanish. For a sum of polynomials the integrals add, which requires integrability; this follows from continuity on a compact box.

`prod_pairs` is the count of N−1 pairs per particle, as i earlier and N−1−i later partners. `density_eq` conjugates V factor by factor. Its `linear_combination` step uses `phase t * phase (-t) = 1` to verify the formula for conj(z_i − z_j). Finally, `norm_filledLevel` moves the real integral into the complex numbers, rewrites the density, inserts the coefficient, and closes with `hsq`, the identity s · s = 1 that turns your −2 into a positive norm.
